# The one-plasmon GW self-energy as screened exchange plus a Coulomb hole that is local at zero detuning

An electron in a material polarises its surroundings, and when a single plasmon mode carries that response, the GW correlation self-energy is a sum over occupied and empty orbitals with different poles. Which part of this sum is exchange through the plasmon's contribution to the screened interaction, and what becomes of the rest when its dependence on the orbital energies is neglected?

```lean
import Mathlib

open Matrix

namespace OnePlasmonCOHSEX

noncomputable section

variable {ι : Type*} [Fintype ι] [DecidableEq ι]

/-- Real orbitals `φ n r` on a finite grid, as many as there are grid points, are orthonormal. -/
def OrthonormalOrbitals (φ : Matrix ι ι ℝ) : Prop :=
  ∀ n k, ∑ r, φ n r * φ k r = if n = k then 1 else 0

/-- Correlation part of the screened interaction at frequency `ν`, for one plasmon of energy `O`
with local coupling `m`. -/
def plasmonW (m : ι → ℝ) (O ν : ℝ) (r r' : ι) : ℝ :=
  m r * m r' * (2 * O / (ν ^ 2 - O ^ 2))

/-- One-plasmon GW correlation self-energy as a function of the detunings `x n = w - e n`, with
occupied orbitals `occ`. -/
def correlationSelfEnergy (φ : Matrix ι ι ℝ) (occ : Finset ι) (m : ι → ℝ) (O : ℝ)
    (x : ι → ℝ) (r r' : ι) : ℝ :=
  ∑ n ∈ occ, φ n r * φ n r' * (m r * m r') / (x n + O) +
    ∑ n ∈ occᶜ, φ n r * φ n r' * (m r * m r') / (x n - O)

/-- Screened exchange: the occupied orbitals exchange through the interaction `plasmonW`, taken at
the detunings. -/
def screenedExchange (φ : Matrix ι ι ℝ) (occ : Finset ι) (m : ι → ℝ) (O : ℝ)
    (x : ι → ℝ) (r r' : ι) : ℝ :=
  -∑ n ∈ occ, φ n r * φ n r' * plasmonW m O (x n) r r'

/-- Coulomb hole: a sum over all orbitals, occupied and empty, at the detunings `x`. -/
def coulombHole (φ : Matrix ι ι ℝ) (m : ι → ℝ) (O : ℝ) (x : ι → ℝ) (r r' : ι) : ℝ :=
  ∑ n, φ n r * φ n r' * (m r * m r') / (x n - O)

/-- Expectation value of a nonlocal real operator `F` in the real orbital `u`. -/
def expect (u : ι → ℝ) (F : ι → ι → ℝ) : ℝ :=
  ∑ r, ∑ r', u r * F r r' * u r'

/-- Orthonormal orbitals, as many as there are grid points, resolve the identity on the grid. -/
theorem completeness {φ : Matrix ι ι ℝ} (h : OrthonormalOrbitals φ) (r r' : ι) :
    ∑ n, φ n r * φ n r' = if r = r' then 1 else 0 := by
  have h1 : φ * φᵀ = 1 := by
    ext n k
    rw [Matrix.mul_apply, Matrix.one_apply]
    exact h n k
  -- a one-sided inverse of a square matrix is two-sided
  have h2 : φᵀ * φ = 1 := mul_eq_one_comm.mp h1
  have h3 := congrFun (congrFun h2 r) r'
  rw [Matrix.mul_apply, Matrix.one_apply] at h3
  exact h3

/-- Parseval's identity: the squared overlaps of `v` with all orbitals add up to its squared
norm. -/
theorem parseval {φ : Matrix ι ι ℝ} (h : OrthonormalOrbitals φ) (v : ι → ℝ) :
    ∑ n, (∑ r, φ n r * v r) ^ 2 = ∑ r, v r ^ 2 := by
  calc ∑ n, (∑ r, φ n r * v r) ^ 2
      = ∑ r, ∑ r', v r * v r' * ∑ n, φ n r * φ n r' := by
        simp only [sq, Finset.sum_mul_sum]
        simp only [Finset.mul_sum]
        refine Finset.sum_comm.trans (Finset.sum_congr rfl fun r _ => ?_)
        refine Finset.sum_comm.trans (Finset.sum_congr rfl fun r' _ => ?_)
        exact Finset.sum_congr rfl fun n _ => by ring
    _ = ∑ r, v r ^ 2 := by
        simp [completeness h, sq]

/-- Away from the plasmon resonances, the pole of an occupied orbital is a Coulomb-hole pole minus
the frequency factor of the screened interaction. -/
theorem pole_split {ν O : ℝ} (h : ν ^ 2 ≠ O ^ 2) :
    1 / (ν + O) = 1 / (ν - O) - 2 * O / (ν ^ 2 - O ^ 2) := by
  have h1 : ν + O ≠ 0 := fun h0 => h (by linear_combination (ν - O) * h0)
  have h2 : ν - O ≠ 0 := fun h0 => h (by linear_combination (ν + O) * h0)
  rw [show ν ^ 2 - O ^ 2 = (ν - O) * (ν + O) by ring]
  field_simp
  ring

/-- If no occupied orbital has detuning `O` or `-O`, the one-plasmon correlation self-energy is
screened exchange plus Coulomb hole; at zero detuning the Coulomb hole is the local matrix `W_c(r,r)
δ(r,r') / 2`, with static interaction fixed by `O W_c(r,r') = -2 m(r) m(r')`. -/
theorem gw_split_and_static_hole {φ : Matrix ι ι ℝ} (h : OrthonormalOrbitals φ)
    (occ : Finset ι) (m e : ι → ℝ) {O w : ℝ} (hO : 0 < O)
    (hres : ∀ n ∈ occ, (w - e n) ^ 2 ≠ O ^ 2) (r r' : ι) :
    correlationSelfEnergy φ occ m O (fun n => w - e n) r r' =
        screenedExchange φ occ m O (fun n => w - e n) r r' +
          coulombHole φ m O (fun n => w - e n) r r' ∧
      coulombHole φ m O (fun _ => 0) r r' =
        (if r = r' then 1 / 2 * plasmonW m O 0 r r else 0) ∧
      O * plasmonW m O 0 r r' = -2 * (m r * m r') := by
  have hO' : O ≠ 0 := hO.ne'
  have hden : 2 * O / ((0 : ℝ) ^ 2 - O ^ 2) = -(2 / O) := by
    rw [show (0 : ℝ) ^ 2 - O ^ 2 = -(O * O) by ring, div_neg]
    congr 1
    field_simp
  refine ⟨?_, ?_, ?_⟩
  · -- split each occupied pole, then join occupied and empty orbitals in the Coulomb hole
    have ho : ∑ n ∈ occ, φ n r * φ n r' * (m r * m r') / (w - e n + O) =
        ∑ n ∈ occ, φ n r * φ n r' * (m r * m r') / (w - e n - O) -
          ∑ n ∈ occ, φ n r * φ n r' * plasmonW m O (w - e n) r r' := by
      rw [← Finset.sum_sub_distrib]
      refine Finset.sum_congr rfl fun n hn => ?_
      unfold plasmonW
      linear_combination (φ n r * φ n r' * (m r * m r')) * pole_split (hres n hn)
    have hs := Finset.sum_add_sum_compl occ
      (fun n => φ n r * φ n r' * (m r * m r') / (w - e n - O))
    unfold correlationSelfEnergy screenedExchange coulombHole
    linear_combination ho + hs
  · -- with equal denominators the orbital sum is the resolution of the identity
    have hc : coulombHole φ m O (fun _ => 0) r r' =
        (∑ n, φ n r * φ n r') * (-(m r * m r' / O)) := by
      unfold coulombHole
      rw [Finset.sum_mul]
      refine Finset.sum_congr rfl fun n _ => ?_
      rw [zero_sub, div_neg]
      ring
    rw [hc, completeness h]
    by_cases hr : r = r'
    · subst hr
      rw [if_pos rfl, if_pos rfl, plasmonW, hden]
      ring
    · rw [if_neg hr, if_neg hr, zero_mul]
  · rw [plasmonW, hden]
    field_simp

omit [DecidableEq ι] in
/-- The expectation value of the Coulomb hole is a sum over orbitals of squared plasmon matrix
elements divided by `x n - O`. -/
theorem expect_coulombHole (φ : Matrix ι ι ℝ) (m u : ι → ℝ) (O : ℝ) (x : ι → ℝ) :
    expect u (coulombHole φ m O x) =
      ∑ n, (∑ r, φ n r * (m r * u r)) ^ 2 / (x n - O) := by
  symm
  unfold expect coulombHole
  simp only [sq, Finset.sum_div, Finset.mul_sum, Finset.sum_mul]
  refine Finset.sum_comm.trans (Finset.sum_congr rfl fun r _ => ?_)
  refine Finset.sum_comm.trans (Finset.sum_congr rfl fun r' _ => ?_)
  exact Finset.sum_congr rfl fun n _ => by ring

/-- If all detunings are at most `d < O` in size, the static Coulomb hole errs in the expectation
value by at most `d / (O (O - d))` times the squared norm of `m u`. -/
theorem static_hole_error {φ : Matrix ι ι ℝ} (h : OrthonormalOrbitals φ) (m e u : ι → ℝ)
    {O w d : ℝ} (hd : 0 ≤ d) (hdO : d < O) (hx : ∀ n, |w - e n| ≤ d) :
    |expect u (coulombHole φ m O (fun n => w - e n)) -
        expect u (coulombHole φ m O (fun _ => 0))| ≤
      d / (O * (O - d)) * ∑ r, (m r * u r) ^ 2 := by
  have hO : 0 < O := lt_of_le_of_lt hd hdO
  rw [expect_coulombHole, expect_coulombHole, ← Finset.sum_sub_distrib,
    ← parseval h (fun r => m r * u r), Finset.mul_sum]
  refine (Finset.abs_sum_le_sum_abs _ _).trans (Finset.sum_le_sum fun n _ => ?_)
  have hxn : w - e n ≤ d := (le_abs_self _).trans (hx n)
  have hy : 0 < O - (w - e n) := by linarith
  have hp : 0 < O * (O - (w - e n)) := mul_pos hO hy
  have hq : 0 < O * (O - d) := mul_pos hO (by linarith)
  -- the error of one orbital is proportional to its detuning
  have key : ∀ c : ℝ, c / (w - e n - O) - c / (0 - O) =
      -((w - e n) / (O * (O - (w - e n))) * c) := by
    intro c
    have hy' : O - (w - e n) ≠ 0 := hy.ne'
    have hO' : O ≠ 0 := hO.ne'
    rw [show w - e n - O = -(O - (w - e n)) by ring, zero_sub, div_neg, div_neg]
    generalize hz : O - (w - e n) = y at hy' ⊢
    rw [show w - e n = O - y by linarith]
    field_simp
    ring
  rw [key, abs_neg, abs_mul, abs_div, abs_of_pos hp,
    abs_of_nonneg (sq_nonneg (∑ r, φ n r * (m r * u r)))]
  refine mul_le_mul_of_nonneg_right ?_ (sq_nonneg _)
  rw [div_le_div_iff₀ hp hq]
  exact mul_le_mul (hx n) (mul_le_mul_of_nonneg_left (by linarith) hO.le) hq.le hd

/-- When all detunings equal `d`, the expectation value of the Coulomb hole differs from its static
value by exactly `-d / (O (O - d))` times the squared norm of `m u`. -/
theorem static_hole_error_sharp {φ : Matrix ι ι ℝ} (h : OrthonormalOrbitals φ) (m u : ι → ℝ)
    {O d : ℝ} (hO : O ≠ 0) (hdO : O - d ≠ 0) :
    expect u (coulombHole φ m O (fun _ => d)) - expect u (coulombHole φ m O (fun _ => 0)) =
      -(d / (O * (O - d)) * ∑ r, (m r * u r) ^ 2) := by
  rw [expect_coulombHole, expect_coulombHole, ← Finset.sum_div, ← Finset.sum_div,
    parseval h (fun r => m r * u r)]
  generalize ∑ r, (m r * u r) ^ 2 = S
  rw [show d - O = -(O - d) by ring, zero_sub, div_neg, div_neg]
  generalize hz : O - d = y at hdO ⊢
  rw [show d = O - y by linarith]
  field_simp
  ring

/-- Two rotated orbitals on two sites are orthonormal; with levels `-1` and `1`, frequency `0` and
plasmon energy `3`, the detunings are at most `1` in size and off resonance. -/
theorem orbitals_witness :
    OrthonormalOrbitals (!![3 / 5, 4 / 5; -4 / 5, 3 / 5] : Matrix (Fin 2) (Fin 2) ℝ) ∧
      ∀ n : Fin 2, |(0 : ℝ) - ![-1, 1] n| ≤ 1 ∧ ((0 : ℝ) - ![-1, 1] n) ^ 2 ≠ 3 ^ 2 := by
  constructor
  · intro n k
    fin_cases n <;> fin_cases k <;> norm_num [Fin.sum_univ_two]
  · intro n
    fin_cases n <;> norm_num

end

end OnePlasmonCOHSEX
```

```lean
#print axioms OnePlasmonCOHSEX.gw_split_and_static_hole
#print axioms OnePlasmonCOHSEX.static_hole_error
#print axioms OnePlasmonCOHSEX.static_hole_error_sharp
```

```
'OnePlasmonCOHSEX.gw_split_and_static_hole' depends on axioms: [propext, Classical.choice, Quot.sound]
'OnePlasmonCOHSEX.static_hole_error' depends on axioms: [propext, Classical.choice, Quot.sound]
'OnePlasmonCOHSEX.static_hole_error_sharp' depends on axioms: [propext, Classical.choice, Quot.sound]
```

## Orbitals, plasmon and self-energy

The finite type `ι` labels both the grid points $r$ and the orbitals $n$, so there are as many orbitals as points. The entry `φ n r` is the value $\varphi_n(r)$ of a real orbital, and `OrthonormalOrbitals φ` says that $\sum_r \varphi_n(r)\varphi_k(r)=\delta_{nk}$. Grid weights are one, and $\delta(r,r')$ is a Kronecker delta. The finite set `occ` holds the occupied orbitals, `e n` is the orbital energy $e_n$, and `w` is the frequency $w$, in units with $\hbar=1$.

The plasmon has energy $O>0$. Its coupling $m(r)$ is the strength with which an electron at $r$ feels the potential of the plasmon's density fluctuation. The correlation part of the screened interaction, `plasmonW`, is

$$W_c(r,r';\nu)=m(r)\,m(r')\,\frac{2O}{\nu^2-O^2}.$$

With the detunings $x_n=w-e_n$, the correlation self-energy is

$$\Sigma_c(r,r')=\sum_{n\in\mathrm{occ}}\frac{\varphi_n(r)\varphi_n(r')m(r)m(r')}{x_n+O}+\sum_{n\notin\mathrm{occ}}\frac{\varphi_n(r)\varphi_n(r')m(r)m(r')}{x_n-O}.$$

Its poles lie at $w=e_n-O$ for occupied and $w=e_n+O$ for empty orbitals. This expression is the starting point, as a definition; the frequency convolution of $G$ with $W_c$ that leads to it is not carried out. The infinitesimal imaginary parts of the poles are left out, so all quantities are real. Spin is not treated, and the energies $e_n$ are arbitrary real numbers, not eigenvalues of a given Hamiltonian.

## An exact split and a static limit

The theorem `gw_split_and_static_hole` makes three statements for every pair $r,r'$. The first is $\Sigma_c=\Sigma_{\rm SEX}+\Sigma_{\rm COH}$, where

$$\Sigma_{\rm SEX}=-\sum_{n\in\mathrm{occ}}\varphi_n(r)\varphi_n(r')W_c(r,r';x_n),\qquad
\Sigma_{\rm COH}=\sum_n\frac{\varphi_n(r)\varphi_n(r')m(r)m(r')}{x_n-O}.$$

The hypothesis `hres` keeps $x_n$ away from $\pm O$ for occupied $n$. An empty orbital contributes the same term to both sides, so it needs no such condition; at its own pole Lean's division by zero returns zero, and the equation has physical meaning only away from that point.

The second statement sets every detuning in the Coulomb hole to zero and obtains $\tfrac12 W_c(r,r;0)\,\delta(r,r')$. The third fixes the static interaction by $O\,W_c(r,r';0)=-2m(r)m(r')$. The hole is then a local potential: half of the potential that a static electron at $r$ induces at its own position, the usual factor for a charge interacting with the linear response it has itself caused.

Hedin's COHSEX approximation is formulated for a general screened interaction and evaluates the screened exchange statically as well. Here $W_c$ has a single plasmon energy, with poles at $\nu=\pm O$, and a product form in $r$ and $r'$, and the screened exchange keeps its detunings. It also contains only the correlation part of the interaction, so bare exchange has to be added separately.

In GW calculations of quasiparticle energies, a local static hole removes the sum over empty orbitals from this term; the result shows this for one plasmon mode with real local coupling on a finite grid.

## Splitting an occupied pole

For $\nu^2\neq O^2$, both $\nu+O$ and $\nu-O$ are nonzero, and

$$\frac1{\nu-O}-\frac1{\nu+O}=\frac{(\nu+O)-(\nu-O)}{(\nu-O)(\nu+O)}=\frac{2O}{\nu^2-O^2}.$$

Rearranged for $1/(\nu+O)$, this is `pole_split`. Setting $\nu=x_n$ and multiplying by $\varphi_n(r)\varphi_n(r')m(r)m(r')$ turns each occupied term of $\Sigma_c$ into a term with denominator $x_n-O$ minus $\varphi_n(r)\varphi_n(r')W_c(r,r';x_n)$. The subtracted terms add up to $\Sigma_{\rm SEX}$. The others join the empty orbitals to form one sum over all $n$, which is $\Sigma_{\rm COH}$.

In the proof, `ho` is the occupied sum after the split, and `hs` joins the occupied set and its complement. A final `linear_combination` adds the two equations. Orthonormality plays no part in this step.

## Completeness makes the static hole local

Orthonormality reads $\varphi\varphi^{T}=1$ as a matrix equation. Since $\varphi$ is square, $\varphi^{T}$ is also its inverse from the other side, so $\varphi^{T}\varphi=1$, or

$$\sum_n\varphi_n(r)\varphi_n(r')=\delta(r,r').$$

This is `completeness`, and `mul_eq_one_comm` supplies the change of side. At $x_n=0$ all denominators of the Coulomb hole equal $-O$, and the common factor comes out of the sum:

$$\Sigma_{\rm COH}=-\frac{m(r)m(r')}{O}\sum_n\varphi_n(r)\varphi_n(r')=-\frac{m(r)^2}{O}\,\delta(r,r').$$

Because $W_c(r,r;0)=-2m(r)^2/O$, the diagonal entry is $\tfrac12W_c(r,r;0)$. The proof takes out the factor in `hc`, inserts `completeness`, and treats $r=r'$ and $r\neq r'$ separately.

## How far the static hole can be off

The function `expect` forms $\langle F\rangle_u=\sum_{r,r'}u(r)F(r,r')u(r')$ for a real orbital $u$. If $u$ is not normalised, this and the bounds below are to be divided by $\sum_r u(r)^2$. Let $A_n=\sum_r\varphi_n(r)m(r)u(r)$. Exchanging the order of the sums gives `expect_coulombHole`:

$$\langle\Sigma_{\rm COH}\rangle_u=\sum_n\frac{A_n^2}{x_n-O}.$$

The lemma `parseval` evaluates the total weight. For any $v$,

$$\sum_n\Big(\sum_r\varphi_n(r)v(r)\Big)^2=\sum_{r,r'}v(r)v(r')\sum_n\varphi_n(r)\varphi_n(r')=\sum_r v(r)^2,$$

and $v=mu$ gives $\sum_nA_n^2=\sum_r(m(r)u(r))^2$.

Suppose now that $|x_n|\le d<O$ for every orbital. Replacing $x_n$ by zero changes the term of orbital $n$, and the difference between the dynamic and the static term is

$$\frac{A_n^2}{x_n-O}+\frac{A_n^2}{O}=-\frac{x_n}{O(O-x_n)}A_n^2.$$

Since $|x_n|\le d$ and $O-x_n\ge O-d>0$, its size is at most $\frac{d}{O(O-d)}A_n^2$. The triangle inequality and Parseval's identity then give `static_hole_error`:

$$\big|\langle\Sigma_{\rm COH}\rangle_u-\langle\Sigma_{\rm COH}^{x=0}\rangle_u\big|\le\frac{d}{O(O-d)}\sum_r\big(m(r)u(r)\big)^2.$$

In the proof, `key` is the difference for one orbital, and `div_le_div_iff₀` reduces the comparison of the two fractions to one of products.

If every detuning equals $d$, with $O$ and $O-d$ nonzero, all terms carry the same factor, and Parseval's identity gives the difference exactly, as $-\frac{d}{O(O-d)}\sum_r(m(r)u(r))^2$. This is `static_hole_error_sharp`. For $0\le d<O$ its absolute value is the bound itself, so, unless $m(r)u(r)$ vanishes at every grid point, no smaller prefactor would hold for all allowed detunings. Equal detunings mean that all orbital energies coincide, so this is a limiting case and not a typical spectrum.

The condition on the detunings covers the whole basis, including the highest empty orbitals. In a large basis many of these lie more than a plasmon energy above $w$, and the bound then does not apply.

The two-site example `orbitals_witness` satisfies the conditions. Its orbitals are $(3/5,4/5)$ and $(-4/5,3/5)$, with energies $-1$ and $1$. At $w=0$ and $O=3$ the detunings are $1$ and $-1$, so $d=1$ is allowed and the prefactor of the bound is $1/6$.
